# At fixed finite temperature, the density of a finite-dimensional lattice system determines its potential operator up to a constant

## Does the density still fix the potential when hopping and occupation don't commute?

Put one particle on two sites with hopping amplitude 1 and site potentials v₀, v₁. With δ = (v₀ − v₁)/2, the Hamiltonian is a constant plus K = δσ_z + σ_x. Since K² = r²·1 with r = √(1 + δ²), we have exp(−βK) = cosh(βr)·1 − sinh(βr) K/r, and the thermal occupations obey

⟨n₀⟩ − ⟨n₁⟩ = −(δ/r) tanh(βr).

For inverse temperature β > 0 this decreases strictly with δ, so the densities fix v₀ − v₁, while a common shift drops out.

I'd like the same for any H(v) = H₀ + Σ vᵢnᵢ on a finite-dimensional space: equal thermal densities for v and w should make Σ(vᵢ − wᵢ)nᵢ a multiple of the identity. Can this be proved rigorously, without assuming that anything commutes, and checked by machine?

## Yes, because the matrix exponential is strictly monotone under the trace

Let A and B be Hermitian, with A = U diag(a) U† and B = V diag(b) V†, where U and V are unitary. Write W = U†V for the overlaps of the eigenvectors. Then

(U†(A − B)V)_ij = (a_i − b_j) W_ij

(U†(e^A − e^B)V)_ij = (e^{a_i} − e^{b_j}) W_ij.

For Hermitian R, UU† = VV† = 1 gives tr(RK) = tr[(U†RV)†(U†KV)] for any matrix K. Hence

tr[(e^A − e^B)(A − B)] = Σ_ij |W_ij|² (e^{a_i} − e^{b_j})(a_i − b_j).

No term is negative. If the trace vanishes, each pair has a_i = b_j or W_ij = 0, so U†(A − B)V = 0 and A = B.

Now let Z_v = tr exp(−βH(v)) and c = −ln Z_v, so that the Gibbs state is ρ_v = exp(−βH(v) + c·1). Define d = −ln Z_w likewise. Take these two exponents as A and B, and set D = Σ(vᵢ − wᵢ)nᵢ. Then A − B = −βD + (c − d)·1, and

tr[(ρ_v − ρ_w)(A − B)] = −β Σ(vᵢ − wᵢ)[tr(ρ_v nᵢ) − tr(ρ_w nᵢ)] + (c − d)(1 − 1) = 0.

Therefore A = B, and D = ((c − d)/β)·1.

The last division needs β ≠ 0. At β = 0, infinite temperature, the two-site particle has density 1/2 on each site in every potential; v = (1, 0) and w = (0, 0) then give D = n₀, which is not a multiple of the identity.

## What the theorems say

In `mermin`, the finite type `m` labels basis states and `ι` labels sites. Potentials are real functions on `ι`; `H₀` and each `n i` are Hermitian complex matrices. `H₀` may contain interactions, and `n i` need not be an occupation operator. The hypothesis `β ≠ 0` includes all positive finite temperatures. Both systems share β, `H₀` and `n`.

`gibbsState_eq_of_density_eq` adds that equal densities give equal Gibbs states. In finite-temperature lattice DFT, this makes the thermal average of every operator that does not depend on v a function of the density, for a finite-dimensional model with β, `H₀` and `n` fixed.

`potential_unique` concludes vᵢ = wᵢ + constant if the `n i` are linearly independent over the reals and sum to `N` times the identity. The latter condition stands for a fixed particle number, so it describes a canonical sector and not a full Fock space.

These are uniqueness results: they construct no free-energy functional, prove no variational principle, and leave open which densities are thermal densities of some potential.

```lean
import Mathlib

open Matrix

namespace QuantumMermin

noncomputable section

variable {ι m : Type*} [Fintype ι] [Fintype m] [DecidableEq m]

/-- The Hamiltonian `H₀ + ∑ vᵢ nᵢ` of a lattice system in the external potential `v`. -/
def hamiltonian (H₀ : Matrix m m ℂ) (n : ι → Matrix m m ℂ) (v : ι → ℝ) : Matrix m m ℂ :=
  H₀ + ∑ i, v i • n i

/-- The Gibbs state `exp(-βH) / tr exp(-βH)`. -/
def gibbsState (β : ℝ) (H : Matrix m m ℂ) : Matrix m m ℂ :=
  (trace (NormedSpace.exp ((-β) • H)))⁻¹ • NormedSpace.exp ((-β) • H)

/-- The thermal density `tr(ρ nᵢ)` at site `i` in the external potential `v`. -/
def density (β : ℝ) (H₀ : Matrix m m ℂ) (n : ι → Matrix m m ℂ) (v : ι → ℝ) (i : ι) : ℂ :=
  trace (gibbsState β (hamiltonian H₀ n v) * n i)

/-- The exponential of a real diagonal matrix is taken entry by entry. -/
theorem exp_diagonal_real (a : m → ℝ) :
    NormedSpace.exp (diagonal (fun i => (a i : ℂ))) =
      diagonal (fun i => ((Real.exp (a i) : ℝ) : ℂ)) := by
  rw [Matrix.exp_diagonal]
  congr 1
  funext i
  rw [Pi.coe_exp]
  rw [← Complex.exp_eq_exp_ℂ, Complex.ofReal_exp]

/-- A Hermitian matrix and its exponential are diagonal in a common orthonormal basis, with
real entries `aᵢ` and `exp aᵢ`. -/
theorem exists_diagonalization {A : Matrix m m ℂ} (hA : A.IsHermitian) :
    ∃ (U : Matrix m m ℂ) (a : m → ℝ), Uᴴ * U = 1 ∧ U * Uᴴ = 1 ∧
      A = U * diagonal (fun i => (a i : ℂ)) * Uᴴ ∧
      NormedSpace.exp A = U * diagonal (fun i => ((Real.exp (a i) : ℝ) : ℂ)) * Uᴴ := by
  obtain ⟨U, a, h1, h2, h3⟩ : ∃ (U : Matrix m m ℂ) (a : m → ℝ), Uᴴ * U = 1 ∧ U * Uᴴ = 1 ∧
      A = U * diagonal (fun i => (a i : ℂ)) * Uᴴ := by
    refine ⟨hA.eigenvectorUnitary, hA.eigenvalues,
      Matrix.mem_unitaryGroup_iff'.mp hA.eigenvectorUnitary.2,
      Matrix.mem_unitaryGroup_iff.mp hA.eigenvectorUnitary.2, ?_⟩
    have h := hA.spectral_theorem
    rw [Unitary.conjStarAlgAut_apply] at h
    exact h
  refine ⟨U, a, h1, h2, h3, ?_⟩
  have hinv : U⁻¹ = Uᴴ := Matrix.inv_eq_right_inv h2
  have h := Matrix.exp_conj U (diagonal (fun i => (a i : ℂ))) ⟨⟨U, Uᴴ, h2, h1⟩, rfl⟩
  rw [hinv, exp_diagonal_real, ← h3] at h
  exact h

/-- For Hermitian `A` and `B`, the trace of `(exp A - exp B)(A - B)` vanishes only if `A = B`. -/
theorem eq_of_trace_exp_sub_mul_sub {A B : Matrix m m ℂ} (hA : A.IsHermitian)
    (hB : B.IsHermitian)
    (h0 : trace ((NormedSpace.exp A - NormedSpace.exp B) * (A - B)) = 0) : A = B := by
  have hR : (NormedSpace.exp A - NormedSpace.exp B)ᴴ =
      NormedSpace.exp A - NormedSpace.exp B := by
    rw [conjTranspose_sub, ← Matrix.exp_conjTranspose, ← Matrix.exp_conjTranspose, hA.eq, hB.eq]
  obtain ⟨U, a, hU, hU', hA', heA⟩ := exists_diagonalization hA
  obtain ⟨V, b, hV, hV', hB', heB⟩ := exists_diagonalization hB
  -- matrix elements of a difference between the two eigenbases
  have key : ∀ (f g : m → ℝ) (i j : m),
      (Uᴴ * (U * diagonal (fun k => (f k : ℂ)) * Uᴴ
        - V * diagonal (fun k => (g k : ℂ)) * Vᴴ) * V) i j
        = ((f i - g j : ℝ) : ℂ) * (Uᴴ * V) i j := by
    intro f g i j
    have e : Uᴴ * (U * diagonal (fun k => (f k : ℂ)) * Uᴴ
        - V * diagonal (fun k => (g k : ℂ)) * Vᴴ) * V
        = diagonal (fun k => (f k : ℂ)) * (Uᴴ * V)
          - (Uᴴ * V) * diagonal (fun k => (g k : ℂ)) := by
      calc _ = (Uᴴ * U) * diagonal (fun k => (f k : ℂ)) * (Uᴴ * V)
          - (Uᴴ * V) * diagonal (fun k => (g k : ℂ)) * (Vᴴ * V) := by noncomm_ring
        _ = _ := by rw [hU, hV, one_mul, mul_one]
    rw [e, Matrix.sub_apply, Matrix.diagonal_mul, Matrix.mul_diagonal, Complex.ofReal_sub]
    ring
  have hX : ∀ i j, (Uᴴ * (NormedSpace.exp A - NormedSpace.exp B) * V) i j
      = ((Real.exp (a i) - Real.exp (b j) : ℝ) : ℂ) * (Uᴴ * V) i j := by
    intro i j
    rw [heA, heB]
    exact key (fun k => Real.exp (a k)) (fun k => Real.exp (b k)) i j
  have hY : ∀ i j, (Uᴴ * (A - B) * V) i j = ((a i - b j : ℝ) : ℂ) * (Uᴴ * V) i j := by
    intro i j
    rw [hA', hB']
    exact key a b i j
  -- the trace as a sum over pairs of eigenvectors
  have htr : ∀ R K : Matrix m m ℂ, Rᴴ = R →
      trace (R * K) = ∑ j, ∑ i, star ((Uᴴ * R * V) i j) * (Uᴴ * K * V) i j := by
    intro R K hR
    have e : (Uᴴ * R * V)ᴴ * (Uᴴ * K * V) = Vᴴ * (R * K * V) := by
      calc _ = Vᴴ * R * (U * Uᴴ) * K * V := by
            rw [conjTranspose_mul, conjTranspose_mul, conjTranspose_conjTranspose, hR]
            simp only [Matrix.mul_assoc]
        _ = _ := by
            rw [hU', mul_one]
            simp only [Matrix.mul_assoc]
    have e2 : trace ((Uᴴ * R * V)ᴴ * (Uᴴ * K * V)) = trace (R * K) := by
      rw [e, Matrix.trace_mul_comm Vᴴ, Matrix.mul_assoc (R * K) V Vᴴ, hV', mul_one]
    rw [← e2]
    rfl
  have hsum : ∑ j, ∑ i, Complex.normSq ((Uᴴ * V) i j) *
      ((Real.exp (a i) - Real.exp (b j)) * (a i - b j)) = 0 := by
    apply Complex.ofReal_injective
    rw [Complex.ofReal_zero]
    refine Eq.trans ?_ ((htr _ _ hR).symm.trans h0)
    rw [Complex.ofReal_sum]
    refine Finset.sum_congr rfl fun j _ => ?_
    rw [Complex.ofReal_sum]
    refine Finset.sum_congr rfl fun i _ => ?_
    rw [hX, hY, Complex.ofReal_mul, Complex.ofReal_mul, Complex.normSq_eq_conj_mul_self,
      Complex.star_def, map_mul, Complex.conj_ofReal]
    ring
  have hpos : ∀ x y : ℝ, x ≠ y → 0 < (Real.exp x - Real.exp y) * (x - y) := by
    intro x y hxy
    rcases lt_or_gt_of_ne hxy with h | h
    · exact mul_pos_of_neg_of_neg (sub_neg.2 (Real.exp_lt_exp.2 h)) (sub_neg.2 h)
    · exact mul_pos (sub_pos.2 (Real.exp_lt_exp.2 h)) (sub_pos.2 h)
  have hnn : ∀ i j, 0 ≤ Complex.normSq ((Uᴴ * V) i j) *
      ((Real.exp (a i) - Real.exp (b j)) * (a i - b j)) := by
    intro i j
    refine mul_nonneg (Complex.normSq_nonneg _) ?_
    by_cases h : a i = b j
    · simp [h]
    · exact (hpos _ _ h).le
  -- every term vanishes, so eigenvectors with different eigenvalues do not overlap
  have hY0 : Uᴴ * (A - B) * V = 0 := by
    refine Matrix.ext fun i j => ?_
    have h1 := (Finset.sum_eq_zero_iff_of_nonneg
      (fun j _ => Finset.sum_nonneg fun i _ => hnn i j)).1 hsum j (Finset.mem_univ j)
    have h2 := (Finset.sum_eq_zero_iff_of_nonneg
      (fun i _ => hnn i j)).1 h1 i (Finset.mem_univ i)
    rw [hY, Matrix.zero_apply]
    by_cases h : a i = b j
    · rw [h, sub_self, Complex.ofReal_zero, zero_mul]
    · have h3 := (mul_eq_zero.1 h2).resolve_right (hpos _ _ h).ne'
      rw [Complex.normSq_eq_zero.1 h3, mul_zero]
  refine sub_eq_zero.1 ?_
  calc A - B = (U * Uᴴ) * (A - B) * (V * Vᴴ) := by rw [hU', hV', one_mul, mul_one]
    _ = U * (Uᴴ * (A - B) * V) * Vᴴ := by simp only [Matrix.mul_assoc]
    _ = 0 := by rw [hY0, mul_zero, zero_mul]

/-- Adding a real constant `c` to the exponent multiplies the exponential by `exp c`. -/
theorem exp_add_smul_one (A : Matrix m m ℂ) (c : ℝ) :
    NormedSpace.exp (A + c • (1 : Matrix m m ℂ)) = Real.exp c • NormedSpace.exp A := by
  have hd : ∀ r : ℝ, diagonal (fun _ : m => (r : ℂ)) = r • (1 : Matrix m m ℂ) := by
    intro r
    ext i j
    by_cases h : i = j <;> simp [h]
  rw [Matrix.exp_add_of_commute _ _ ((Commute.one_right A).smul_right c), ← hd c,
    exp_diagonal_real (fun _ => c), hd, Matrix.mul_smul, mul_one]

/-- On a nonzero space, the Gibbs state of a Hermitian Hamiltonian has trace one and is the
exponential of `-βH + c·1` for some real `c`. -/
theorem gibbsState_eq_exp [Nonempty m] (β : ℝ) {H : Matrix m m ℂ} (hH : H.IsHermitian) :
    trace (gibbsState β H) = 1 ∧
      ∃ c : ℝ, gibbsState β H = NormedSpace.exp ((-β) • H + c • (1 : Matrix m m ℂ)) := by
  have hA : ((-β) • H).IsHermitian := by
    show ((-β) • H)ᴴ = (-β) • H
    rw [conjTranspose_smul, hH.eq, star_trivial]
  obtain ⟨U, a, hU, -, -, he⟩ := exists_diagonalization hA
  -- the partition function is a sum of Boltzmann factors
  have hZ : 0 < ∑ i, Real.exp (a i) :=
    Finset.sum_pos (fun i _ => Real.exp_pos _) Finset.univ_nonempty
  have ht : trace (NormedSpace.exp ((-β) • H)) = ((∑ i, Real.exp (a i) : ℝ) : ℂ) := by
    rw [he, Matrix.trace_mul_comm, ← Matrix.mul_assoc, hU, one_mul, Matrix.trace_diagonal,
      Complex.ofReal_sum]
  constructor
  · rw [gibbsState, trace_smul, smul_eq_mul, ht]
    exact inv_mul_cancel₀ (Complex.ofReal_ne_zero.2 hZ.ne')
  · refine ⟨-Real.log (∑ i, Real.exp (a i)), ?_⟩
    rw [exp_add_smul_one, Real.exp_neg, Real.exp_log hZ, gibbsState, ht, ← Complex.ofReal_inv]
    ext i j
    simp only [Matrix.smul_apply, Complex.real_smul, smul_eq_mul]

/-- A constant energy shift leaves the Gibbs state unchanged. -/
theorem gibbsState_add_smul_one (β c : ℝ) (H : Matrix m m ℂ) :
    gibbsState β (H + c • (1 : Matrix m m ℂ)) = gibbsState β H := by
  have e : (-β) • (H + c • (1 : Matrix m m ℂ)) = (-β) • H + (-β * c) • (1 : Matrix m m ℂ) := by
    module
  have hr : ((Real.exp (-β * c) : ℝ) : ℂ) ≠ 0 := Complex.ofReal_ne_zero.2 (Real.exp_pos _).ne'
  rw [gibbsState, gibbsState, e, exp_add_smul_one]
  generalize NormedSpace.exp ((-β) • H) = E
  ext i j
  simp only [trace_smul, Matrix.smul_apply, Complex.real_smul, smul_eq_mul, mul_inv]
  linear_combination ((trace E)⁻¹ * E i j) * (inv_mul_cancel₀ hr)

/-- The uniqueness part of Mermin's theorem, in finite dimension: for `β ≠ 0`, if the Gibbs states
in the potentials `v` and `w` have equal densities, then `∑ (vᵢ - wᵢ) nᵢ` is a real multiple of the
identity. -/
theorem mermin {β : ℝ} (hβ : β ≠ 0) {H₀ : Matrix m m ℂ} {n : ι → Matrix m m ℂ}
    (hH₀ : H₀.IsHermitian) (hn : ∀ i, (n i).IsHermitian) {v w : ι → ℝ}
    (h : ∀ i, density β H₀ n v i = density β H₀ n w i) :
    ∃ c : ℝ, ∑ i, (v i - w i) • n i = c • (1 : Matrix m m ℂ) := by
  rcases isEmpty_or_nonempty m with hm | hm
  · exact ⟨0, Matrix.ext fun i => (hm.false i).elim⟩
  have hH : ∀ u : ι → ℝ, (hamiltonian H₀ n u).IsHermitian := by
    intro u
    show (hamiltonian H₀ n u)ᴴ = hamiltonian H₀ n u
    have hn' : ∀ i, (n i)ᴴ = n i := fun i => (hn i).eq
    simp [hamiltonian, conjTranspose_sum, conjTranspose_smul, hH₀.eq, hn']
  have hS : ∀ (u : ι → ℝ) (c : ℝ),
      ((-β) • hamiltonian H₀ n u + c • (1 : Matrix m m ℂ)).IsHermitian := by
    intro u c
    show ((-β) • hamiltonian H₀ n u + c • (1 : Matrix m m ℂ))ᴴ = _
    rw [conjTranspose_add, conjTranspose_smul, conjTranspose_smul, conjTranspose_one,
      (hH u).eq, star_trivial, star_trivial]
  obtain ⟨tv, c, hv⟩ := gibbsState_eq_exp β (hH v)
  obtain ⟨tw, d, hw⟩ := gibbsState_eq_exp β (hH w)
  have hD : hamiltonian H₀ n v - hamiltonian H₀ n w = ∑ i, (v i - w i) • n i := by
    simp only [hamiltonian, sub_smul, Finset.sum_sub_distrib]
    abel
  -- equal densities: the potential difference has the same average in both states
  have hρ : trace ((gibbsState β (hamiltonian H₀ n v) - gibbsState β (hamiltonian H₀ n w)) *
      ∑ i, (v i - w i) • n i) = 0 := by
    rw [Finset.mul_sum, trace_sum]
    refine Finset.sum_eq_zero fun i _ => ?_
    have hi := h i
    unfold density at hi
    rw [Matrix.mul_smul, trace_smul, Matrix.sub_mul, trace_sub, hi, sub_self, smul_zero]
  have hdiff : ((-β) • hamiltonian H₀ n v + c • (1 : Matrix m m ℂ))
      - ((-β) • hamiltonian H₀ n w + d • (1 : Matrix m m ℂ))
      = (-β) • (∑ i, (v i - w i) • n i) + (c - d) • (1 : Matrix m m ℂ) := by
    rw [← hD]
    module
  have hAB := eq_of_trace_exp_sub_mul_sub (hS v c) (hS w d) (by
    rw [← hv, ← hw, hdiff, mul_add, Matrix.mul_smul, Matrix.mul_smul, mul_one, trace_add,
      trace_smul, trace_smul, hρ, trace_sub, tv, tw, sub_self, smul_zero, smul_zero, add_zero])
  have h1 := hdiff.symm.trans (sub_eq_zero.2 hAB)
  have h2 : β • (∑ i, (v i - w i) • n i) = (c - d) • (1 : Matrix m m ℂ) := by
    rw [neg_smul, neg_add_eq_zero] at h1
    exact h1
  refine ⟨β⁻¹ * (c - d), ?_⟩
  rw [mul_smul, ← h2, smul_smul, inv_mul_cancel₀ hβ, one_smul]

/-- Potentials with equal thermal densities have the same Gibbs state. -/
theorem gibbsState_eq_of_density_eq {β : ℝ} (hβ : β ≠ 0) {H₀ : Matrix m m ℂ}
    {n : ι → Matrix m m ℂ} (hH₀ : H₀.IsHermitian) (hn : ∀ i, (n i).IsHermitian) {v w : ι → ℝ}
    (h : ∀ i, density β H₀ n v i = density β H₀ n w i) :
    gibbsState β (hamiltonian H₀ n v) = gibbsState β (hamiltonian H₀ n w) := by
  obtain ⟨c, hc⟩ := mermin hβ hH₀ hn h
  have e : hamiltonian H₀ n v = hamiltonian H₀ n w + c • (1 : Matrix m m ℂ) := by
    rw [← hc]
    simp only [hamiltonian, sub_smul, Finset.sum_sub_distrib]
    abel
  rw [e, gibbsState_add_smul_one]

/-- If the density operators are linearly independent and sum to `N` times the identity, then for `β
≠ 0` equal thermal densities force the potentials to differ by a constant. -/
theorem potential_unique {β : ℝ} (hβ : β ≠ 0) {H₀ : Matrix m m ℂ} {n : ι → Matrix m m ℂ}
    (hH₀ : H₀.IsHermitian) (hn : ∀ i, (n i).IsHermitian) (hli : LinearIndependent ℝ n)
    {N : ℝ} (hN : ∑ i, n i = N • (1 : Matrix m m ℂ)) {v w : ι → ℝ}
    (h : ∀ i, density β H₀ n v i = density β H₀ n w i) :
    ∃ c : ℝ, ∀ i, v i = w i + c := by
  obtain ⟨c, hc⟩ := mermin hβ hH₀ hn h
  have hl := Fintype.linearIndependent_iff.1 hli
  have key : ∀ i, N * (v i - w i) - c = 0 := hl (fun i => N * (v i - w i) - c) (by
    calc ∑ i, (N * (v i - w i) - c) • n i
        = N • (∑ i, (v i - w i) • n i) - c • ∑ i, n i := by
          rw [Finset.smul_sum, Finset.smul_sum, ← Finset.sum_sub_distrib]
          exact Finset.sum_congr rfl fun i _ => by module
      _ = 0 := by
          rw [hc, hN]
          module)
  by_cases hN0 : N = 0
  · -- without particles, linear independence leaves no sites
    have h1 := hl (fun _ => 1) (by simp [hN, hN0])
    exact ⟨0, fun i => absurd (h1 i) (by norm_num)⟩
  · refine ⟨c / N, fun i => ?_⟩
    have hi := key i
    field_simp
    linarith

/-- Hopping of one particle between two sites. -/
def hopping : Matrix (Fin 2) (Fin 2) ℂ := !![0, 1; 1, 0]

/-- The occupation operators of the two sites for one particle. -/
def occupation : Fin 2 → Matrix (Fin 2) (Fin 2) ℂ := ![!![1, 0; 0, 0], !![0, 0; 0, 1]]

/-- The matrices for one particle on two sites meet the conditions that `potential_unique` puts on
`H₀` and `n`, with `N = 1`, and the hopping does not commute with the occupation of the first site.
-/
theorem potential_unique_witness :
    hopping.IsHermitian ∧ (∀ i, (occupation i).IsHermitian) ∧ LinearIndependent ℝ occupation ∧
      ∑ i, occupation i = (1 : ℝ) • (1 : Matrix (Fin 2) (Fin 2) ℂ) ∧
      hopping * occupation 0 ≠ occupation 0 * hopping := by
  refine ⟨?_, ?_, ?_, ?_, ?_⟩
  · show hoppingᴴ = hopping
    ext a b
    fin_cases a <;> fin_cases b <;> simp [hopping]
  · intro i
    show (occupation i)ᴴ = occupation i
    ext a b
    fin_cases i <;> fin_cases a <;> fin_cases b <;> simp [occupation]
  · rw [Fintype.linearIndependent_iff]
    intro g hg i
    have h0 := congrArg (fun M : Matrix (Fin 2) (Fin 2) ℂ => M 0 0) hg
    have h1 := congrArg (fun M : Matrix (Fin 2) (Fin 2) ℂ => M 1 1) hg
    simp [occupation, Fin.sum_univ_two] at h0 h1
    fin_cases i
    · exact h0
    · exact h1
  · ext a b
    fin_cases a <;> fin_cases b <;> simp [occupation, Fin.sum_univ_two]
  · intro h
    have h1 := congrArg (fun M : Matrix (Fin 2) (Fin 2) ℂ => M 0 1) h
    simp [hopping, occupation, Matrix.mul_apply, Fin.sum_univ_two] at h1

end

end QuantumMermin
```

```lean
#print axioms QuantumMermin.gibbsState_eq_of_density_eq
#print axioms QuantumMermin.potential_unique
```

```
'QuantumMermin.gibbsState_eq_of_density_eq' depends on axioms: [propext, Classical.choice, Quot.sound]
'QuantumMermin.potential_unique' depends on axioms: [propext, Classical.choice, Quot.sound]
```

## How the Lean proof follows the calculation

`exists_diagonalization` supplies the eigenbasis for a matrix and its exponential. In `eq_of_trace_exp_sub_mul_sub`, `key` computes the matrix elements between the two bases, `htr` expands the trace, and `hsum` is the resulting double sum. `Finset.sum_eq_zero_iff_of_nonneg` then makes each term vanish.

`gibbsState_eq_exp` proves trace one and absorbs the partition function into the exponent, using `exp_add_smul_one`. In `mermin`, `hρ` uses the equal densities, `hdiff` is the formula for A − B, and `hAB` applies `eq_of_trace_exp_sub_mul_sub`. An empty `m` is treated separately.

For equal Gibbs states, `gibbsState_add_smul_one` cancels the constant shift. For `potential_unique`, write D = c·1 with the new constant c supplied by `mermin`. Multiplying by N gives

Σ(N(vᵢ − wᵢ) − c) nᵢ = 0,

so linear independence yields N(vᵢ − wᵢ) = c. If N = 0, independence leaves no sites; otherwise one divides by N.

`potential_unique_witness` checks the conditions on the matrices for the two-site particle, with N = 1, and shows that `hopping` does not commute with `occupation 0`.
